# For \(a,b>0\), an exciton with \(E(q)=-a|q|^2+b|q|^4\) is indirect, but looks direct on a cubic mesh of spacing \(h\) exactly when \(h^2\ge a/b\)

Suppose exciton energies are computed on a mesh of momenta, and the lowest one sits at \(q=0\). The exciton is then reported as direct. If the true minimum lies at a small nonzero momentum and the mesh steps over it, the report is wrong, and the position of the lowest computed energy does not show it. The error matters physically: in a perfect crystal, an exciton whose momentum is much larger than that of the photon it would emit cannot recombine by emitting that photon alone, since momentum would not be conserved.

For the isotropic quartic dispersion in the title and a cubic mesh that contains \(q=0\), the spacings at which this happens can be given exactly. If \(q=0\) ties with other mesh points for the lowest energy, the exciton is counted as direct on the mesh. Within that model, the result says how fine a mesh of exciton momenta must be to reveal that the exciton is indirect.

## Momenta, mesh and dispersion

```lean
import Mathlib

open Finset

namespace IndirectExcitonMesh

noncomputable section
```

Throughout, \(q\) is the centre-of-mass momentum of the exciton, a real vector with components \(q_i\). The label \(i\) runs over an index set `ι`, and Lean writes the type of such vectors as `ι → ℝ`: a function that assigns a real number to each label. One, two or three labels give a chain, a layer or a bulk crystal.

```lean
/-- The mesh momentum `h n` with integer components `n` and spacing `h`. -/
def meshPoint {ι : Type*} (h : ℝ) (n : ι → ℤ) : ι → ℝ := fun i => h * (n i : ℝ)
```

An integer vector \(n\) and a spacing \(h\) give the momentum with components \(q_i=h\,n_i\). The notation `fun i => ...` means "the vector whose \(i\)-th component is ...".

```lean
/-- The cubic momentum mesh: all vectors whose components are integer multiples of `h`. -/
def mesh (ι : Type*) (h : ℝ) : Set (ι → ℝ) := Set.range (meshPoint h)
```

The mesh is the set of all these momenta, \(\{hn : n \text{ an integer vector}\}\). It contains \(q=0\) and extends to infinity; there is no Brillouin-zone boundary and no periodicity.

```lean
variable {ι : Type*} [Fintype ι]

/-- The squared length of the momentum `q`. -/
def sqNorm (q : ι → ℝ) : ℝ := ∑ i, q i ^ 2
```

From here on the number of components is finite, and \(|q|^2=\sum_i q_i^2\) is the usual squared length.

```lean
/-- The exciton dispersion `E(q) = -a |q|² + b |q|⁴`. -/
def dispersion (a b : ℝ) (q : ι → ℝ) : ℝ := -a * sqNorm q + b * sqNorm q ^ 2
```

The energy is measured from its value at \(q=0\):

\[
E(q)=-a|q|^2+b|q|^4 .
\]

The constants \(a\) and \(b\) are postulated, not derived from a Bethe-Salpeter Hamiltonian. A positive \(a\) means that the band curves downwards at \(q=0\), as for a negative exciton mass there; a positive \(b\) is the quartic term that turns the band up again. The model has no anisotropy.

```lean
/-- The exciton is direct on a set `S` of momenta if `q = 0` belongs to `S` and
no momentum in `S` has lower energy. -/
def IsDirectOn (a b : ℝ) (S : Set (ι → ℝ)) : Prop :=
  0 ∈ S ∧ ∀ q ∈ S, dispersion a b (0 : ι → ℝ) ≤ dispersion a b q
```

"Direct on \(S\)" means that \(q=0\) belongs to the set \(S\) and that \(E(0)\le E(q)\) for every \(q\) in \(S\). The inequality is not strict, so an exciton whose energy at \(q=0\) ties with that at another momentum still counts as direct. Taking \(S\) to be all of momentum space gives the true character of the exciton; taking \(S\) to be the mesh gives the reported one.

## Completing the square

```lean
/-- The dispersion vanishes at zero momentum. -/
theorem dispersion_zero (a b : ℝ) : dispersion a b (0 : ι → ℝ) = 0 := by
  simp [dispersion, sqNorm]
```

This is \(E(0)=0\). The tactic `simp` unfolds the two named definitions and simplifies.

```lean
/-- For `b ≠ 0` the dispersion is a constant plus a multiple of a perfect square. -/
theorem dispersion_eq_square {a b : ℝ} (hb : b ≠ 0) (q : ι → ℝ) :
    dispersion a b q = -a ^ 2 / (4 * b) + b * (sqNorm q - a / (2 * b)) ^ 2 := by
  unfold dispersion
  field_simp
  ring
```

Write \(s=|q|^2\). Expanding the square gives

\[
b\Bigl(s-\frac{a}{2b}\Bigr)^2=bs^2-as+\frac{a^2}{4b},
\qquad\text{so}\qquad
E(q)=-\frac{a^2}{4b}+b\Bigl(|q|^2-\frac{a}{2b}\Bigr)^2 .
\]

Lean reads `-a ^ 2` as \(-(a^2)\). In the proof, `field_simp` clears the denominators, which is where \(b\neq0\) enters, and `ring` checks the remaining polynomial identity.

## The nearest neighbours of the origin

```lean
/-- If momenta have at least one component, then for every integer `m` some mesh point has squared
length `(h m)²`. -/
theorem exists_axis_point [Nonempty ι] (h : ℝ) (m : ℤ) :
    ∃ n : ι → ℤ, sqNorm (meshPoint h n) = (h * (m : ℝ)) ^ 2 := by
  classical
  obtain ⟨i⟩ := ‹Nonempty ι›
  refine ⟨Pi.single i m, ?_⟩
  unfold sqNorm meshPoint
  rw [Finset.sum_eq_single i]
  · simp
  · intro j _ hj
    simp [Pi.single_eq_of_ne hj]
  · intro hi
    exact absurd (Finset.mem_univ i) hi
```

For every integer \(m\) there is a mesh point with \(|q|^2=(hm)^2\). By hand, pick one axis \(i\), put \(n_i=m\) and set all other components to zero. This vector is `Pi.single i m`. The lemma `Finset.sum_eq_single` reduces the sum of squares to its \(i\)-th term, after a check that the other terms vanish. The assumption `[Nonempty ι]` guarantees that there is an axis to pick; the theorems below that use this lemma assume it too.

```lean
/-- Every nonzero mesh momentum has squared length at least `h²`. -/
theorem sq_spacing_le (h : ℝ) {q : ι → ℝ} (hq : q ∈ mesh ι h) (h0 : q ≠ 0) :
    h ^ 2 ≤ sqNorm q := by
  obtain ⟨n, rfl⟩ := hq
  -- some component is a nonzero multiple of the spacing
  obtain ⟨i, hi⟩ := Function.ne_iff.mp h0
  have hni : n i ≠ 0 := by
    intro hz
    apply hi
    simp [meshPoint, hz]
  have hpos : 0 < n i ^ 2 := by positivity
  have hone : (1 : ℤ) ≤ n i ^ 2 := by linarith
  have honeR : (1 : ℝ) ≤ (n i : ℝ) ^ 2 := by exact_mod_cast hone
  have hle : meshPoint h n i ^ 2 ≤ sqNorm (meshPoint h n) :=
    Finset.single_le_sum (f := fun j => meshPoint h n j ^ 2)
      (fun j _ => sq_nonneg _) (Finset.mem_univ i)
  have hcomp : meshPoint h n i ^ 2 = h ^ 2 * (n i : ℝ) ^ 2 := by
    unfold meshPoint
    ring
  nlinarith [mul_le_mul_of_nonneg_left honeR (sq_nonneg h)]
```

No nonzero mesh point is closer to the origin than \(h\). If \(q=hn\neq0\), some component \(n_i\) is a nonzero integer, so \(n_i^2\ge1\) and

\[
|q|^2\ \ge\ q_i^2\ =\ h^2n_i^2\ \ge\ h^2 .
\]

The proof takes the same route: `hone` is \(n_i^2\ge1\), `hle` says that one term of a sum of squares is at most the whole sum, and `hcomp` is the middle equality. The closing `nlinarith`, a tactic for inequalities that involve products, combines them.

## The minimum over all momenta

```lean
/-- For `a, b > 0` and momenta with at least one component, the least energy over all momenta is
`-a²/(4b)`, and it is attained exactly where `|q|² = a/(2b)`. -/
theorem continuum_minimum [Nonempty ι] {a b : ℝ} (ha : 0 < a) (hb : 0 < b) :
    IsLeast (Set.range (dispersion a b : (ι → ℝ) → ℝ)) (-a ^ 2 / (4 * b)) ∧
      ∀ q : ι → ℝ, dispersion a b q = -a ^ 2 / (4 * b) ↔ sqNorm q = a / (2 * b) := by
  have key : ∀ q : ι → ℝ,
      dispersion a b q = -a ^ 2 / (4 * b) ↔ sqNorm q = a / (2 * b) := by
    intro q
    rw [dispersion_eq_square hb.ne']
    constructor
    · intro h
      have h1 : b * (sqNorm q - a / (2 * b)) ^ 2 = 0 := by linarith
      have h2 := (mul_eq_zero.mp h1).resolve_left hb.ne'
      have h3 := (pow_eq_zero_iff two_ne_zero).mp h2
      linarith
    · intro h
      rw [h]
      ring
  refine ⟨⟨?_, ?_⟩, key⟩
  · -- a vector of length √(a/(2b)) along an axis
    obtain ⟨n, hn⟩ := exists_axis_point (ι := ι) (Real.sqrt (a / (2 * b))) 1
    refine ⟨_, (key _).mpr (hn.trans ?_)⟩
    rw [Int.cast_one, mul_one, Real.sq_sqrt (by positivity)]
  · rintro _ ⟨q, rfl⟩
    rw [dispersion_eq_square hb.ne']
    have := mul_nonneg hb.le (sq_nonneg (sqNorm q - a / (2 * b)))
    linarith
```

For \(a,b>0\) the statement has two parts. `IsLeast` says that \(-a^2/(4b)\) is one of the energies the dispersion takes and that no energy lies below it. The second part says that \(E(q)=-a^2/(4b)\) holds if and only if \(|q|^2=a/(2b)\).

By hand, both follow from the completed square. Since \(b>0\), the square term is never negative, so \(E(q)\ge-a^2/(4b)\). Equality holds exactly when the square vanishes, that is, when \(|q|^2=a/(2b)\). Such a momentum exists: take a vector of length

\[
q_0=\sqrt{\frac{a}{2b}}
\]

along an axis. With one component the minimizers are the two points \(\pm q_0\), with two a circle, with three a sphere.

In the proof, `key` is the equivalence. To show that the value is attained, the axis lemma is applied with \(q_0\) in the role of the spacing and \(m=1\). The last bullet proves the lower bound.

## When the mesh reports a direct exciton

```lean
/-- For `a, b, h > 0` and momenta with at least one component, the exciton is not direct over all
momenta, yet it is direct on the mesh of spacing `h` exactly when `h² ≥ a/b`. -/
theorem indirect_but_direct_on_mesh_iff [Nonempty ι] {a b h : ℝ}
    (ha : 0 < a) (hb : 0 < b) (hh : 0 < h) :
    ¬ IsDirectOn a b (Set.univ : Set (ι → ℝ)) ∧
      (IsDirectOn a b (mesh ι h) ↔ a / b ≤ h ^ 2) := by
  refine ⟨?_, ?_, ?_⟩
  · intro H
    obtain ⟨q, hq⟩ := (continuum_minimum (ι := ι) ha hb).1.1
    have h1 := H.2 q (Set.mem_univ q)
    rw [dispersion_zero, hq, neg_div] at h1
    have h2 : 0 < a ^ 2 / (4 * b) := by positivity
    linarith
  · -- compare the origin with its nearest neighbour
    intro H
    obtain ⟨n, hn⟩ := exists_axis_point (ι := ι) h 1
    have h1 := H.2 (meshPoint h n) (Set.mem_range_self n)
    rw [dispersion_zero, dispersion, hn, Int.cast_one, mul_one] at h1
    rw [div_le_iff₀ hb]
    by_contra hc
    have hc' := not_le.mp hc
    nlinarith [mul_pos (pow_pos hh 2) (sub_pos.mpr hc')]
  · intro H
    rw [div_le_iff₀ hb] at H
    refine ⟨⟨0, by ext i; simp [meshPoint]⟩, fun q hq => ?_⟩
    by_cases h0 : q = 0
    · rw [h0]
    · have hs := sq_spacing_le h hq h0
      have hs0 : 0 ≤ sqNorm q := (sq_nonneg h).trans hs
      have h1 : 0 ≤ b * sqNorm q - a := by
        nlinarith [mul_le_mul_of_nonneg_left hs hb.le]
      rw [dispersion_zero, dispersion]
      nlinarith [mul_nonneg hs0 h1]
```

The symbol `¬` is "not", and `Set.univ` is the set of all momenta. For \(a,b,h>0\) the theorem therefore says that the exciton is not direct in the continuum, and that it is direct on the mesh if and only if \(a/b\le h^2\). The argument has three steps, which match the three bullets of the proof.

1. If the exciton were direct over all momenta, then \(0=E(0)\le-a^2/(4b)<0\), which is impossible.

2. Suppose it is direct on the mesh. Compare the origin with a nearest neighbour, where \(|q|^2=h^2\):

\[
0\le -ah^2+bh^4=h^2(bh^2-a).
\]

Since \(h^2>0\), this gives \(bh^2\ge a\). Lean argues by contradiction: if \(bh^2<a\), then \(h^2(a-bh^2)>0\), against the displayed inequality.

3. Suppose \(bh^2\ge a\). A nonzero mesh point has \(|q|^2\ge h^2\), hence \(b|q|^2-a\ge bh^2-a\ge0\), and

\[
E(q)=|q|^2\,(b|q|^2-a)\ge0=E(0).
\]

The picture behind the criterion is that \(E\) is negative only for \(0<|q|^2<a/b\). The mesh detects the indirect character precisely when its nearest neighbours fall inside that region. The critical spacing is \(\sqrt{a/b}=\sqrt2\,q_0\), so a spacing somewhat larger than \(q_0\) still gives the right label.

```lean
/-- For `b, h > 0` and momenta with at least one component, every nonzero mesh momentum lies
strictly above `q = 0` in energy exactly when `h² > a/b`. -/
theorem unique_mesh_minimizer_iff [Nonempty ι] {a b h : ℝ} (hb : 0 < b) (hh : 0 < h) :
    (∀ q ∈ mesh ι h, q ≠ 0 → dispersion a b (0 : ι → ℝ) < dispersion a b q) ↔
      a / b < h ^ 2 := by
  rw [div_lt_iff₀ hb]
  constructor
  · intro H
    obtain ⟨n, hn⟩ := exists_axis_point (ι := ι) h 1
    rw [Int.cast_one, mul_one] at hn
    have hne : meshPoint h n ≠ 0 := by
      intro hz
      have hz' : sqNorm (meshPoint h n) = 0 := by
        rw [hz]
        simp [sqNorm]
      have := pow_pos hh 2
      linarith
    have h1 := H (meshPoint h n) (Set.mem_range_self n) hne
    rw [dispersion_zero, dispersion, hn] at h1
    by_contra hc
    have hc' := not_lt.mp hc
    nlinarith [mul_nonneg (sq_nonneg h) (sub_nonneg.mpr hc')]
  · intro H q hq h0
    have hs := sq_spacing_le h hq h0
    have hs0 : 0 < sqNorm q := (pow_pos hh 2).trans_le hs
    have h1 : 0 < b * sqNorm q - a := by
      nlinarith [mul_le_mul_of_nonneg_left hs hb.le]
    rw [dispersion_zero, dispersion]
    nlinarith [mul_pos hs0 h1]
```

This is the strict version: every nonzero mesh point lies above \(q=0\) in energy if and only if \(a/b<h^2\). The two steps on the mesh are repeated with strict inequalities, and the forward one first checks that the nearest neighbour is not the origin itself. The sign of \(a\) plays no role here. Together with the previous theorem this settles the borderline \(h^2=a/b\), where \(q=0\) is a minimizer on the mesh but shares the lowest energy with other points.

## How far the mesh energy can be off

```lean
/-- For `a, b, h > 0` and momenta with at least one component, some mesh momentum has an energy
above the true minimum by at most `b (h/2)² (2q₀ + h/2)²`, where `q₀ = √(a/(2b))`. -/
theorem mesh_energy_error [Nonempty ι] {a b h : ℝ}
    (ha : 0 < a) (hb : 0 < b) (hh : 0 < h) :
    ∃ q ∈ mesh ι h, dispersion a b q - (-a ^ 2 / (4 * b)) ≤
      b * ((h / 2) ^ 2 * (2 * Real.sqrt (a / (2 * b)) + h / 2) ^ 2) := by
  obtain ⟨r, hr⟩ : ∃ r, r = Real.sqrt (a / (2 * b)) := ⟨_, rfl⟩
  have hr0 : 0 ≤ r := by
    rw [hr]
    exact Real.sqrt_nonneg _
  have hr2 : r ^ 2 = a / (2 * b) := by
    rw [hr]
    exact Real.sq_sqrt (by positivity)
  rw [← hr]
  -- round the true minimizer to the nearest mesh point on an axis
  obtain ⟨m, hm⟩ : ∃ m : ℤ, |r / h - (m : ℝ)| ≤ 1 / 2 := ⟨round (r / h), abs_sub_round _⟩
  obtain ⟨h1, h2⟩ := abs_le.mp hm
  have hx : h * (r / h) = r := mul_div_cancel₀ r hh.ne'
  have h3 := mul_le_mul_of_nonneg_left h1 hh.le
  have h4 := mul_le_mul_of_nonneg_left h2 hh.le
  rw [mul_sub, hx] at h3 h4
  obtain ⟨n, hn⟩ := exists_axis_point (ι := ι) h m
  refine ⟨meshPoint h n, Set.mem_range_self n, ?_⟩
  have e1 : (h * (m : ℝ) - r) ^ 2 ≤ (h / 2) ^ 2 :=
    sq_le_sq' (by linarith) (by linarith)
  have e2 : (h * (m : ℝ) + r) ^ 2 ≤ (2 * r + h / 2) ^ 2 :=
    sq_le_sq' (by linarith) (by linarith)
  have e3 := mul_le_mul e1 e2 (sq_nonneg _) (sq_nonneg _)
  rw [dispersion_eq_square hb.ne', hn, ← hr2]
  calc -a ^ 2 / (4 * b) + b * ((h * (m : ℝ)) ^ 2 - r ^ 2) ^ 2 - -a ^ 2 / (4 * b)
      = b * ((h * (m : ℝ) - r) ^ 2 * (h * (m : ℝ) + r) ^ 2) := by ring
    _ ≤ b * ((h / 2) ^ 2 * (2 * r + h / 2) ^ 2) := mul_le_mul_of_nonneg_left e3 hb.le

end

end IndirectExcitonMesh
```

For \(a,b,h>0\) some mesh momentum \(q\) satisfies

\[
E(q)-\Bigl(-\frac{a^2}{4b}\Bigr)\le b\Bigl(\frac h2\Bigr)^2\Bigl(2q_0+\frac h2\Bigr)^2 .
\]

To find it, round \(q_0/h\) to the nearest integer \(m\), so that \(|hm-q_0|\le h/2\). Then \(hm+q_0\) lies between \(2q_0-h/2\) and \(2q_0+h/2\), and its square is at most \((2q_0+h/2)^2\). For the mesh point on an axis with \(|q|^2=(hm)^2\), the completed square gives

\[
E(q)+\frac{a^2}{4b}=b\bigl((hm)^2-q_0^2\bigr)^2=b\,(hm-q_0)^2(hm+q_0)^2,
\]

and the two estimates bound the two factors.

In the code \(q_0\) is called `r`, the estimates are `e1` and `e2`, `e3` is their product, and the `calc` block combines the displayed equality with that product. For small \(h\) the bound behaves like \(bq_0^2h^2=ah^2/2\), so halving a fine spacing cuts the error bound by a factor of about four.

## A one-component example with \(a=2\), \(b=1\)

In dimensionless units \(E(q)=-2q^2+q^4\). The minimum is \(-1\), at \(q=\pm1\), and the critical spacing is \(\sqrt2\approx1.414\).

- With \(h=1.5\), the nearest neighbours have \(E=-4.5+5.0625=0.5625\). The mesh reports a direct exciton with lowest energy \(0\) and misses the minimum by \(1\).
- With \(h=1.25\), they have \(E=-3.125+2.4414\approx-0.684\). The exciton is correctly found to be indirect, although the energy is still poor.
- With \(h=0.3\), rounding \(1/0.3\approx3.33\) gives \(m=3\) and \(q=0.9\). There \(E=-1.62+0.6561=-0.9639\), an error of \(0.0361\), within the bound \(0.15^2\cdot2.15^2\approx0.104\).

```lean
#print axioms IndirectExcitonMesh.indirect_but_direct_on_mesh_iff
-- 'IndirectExcitonMesh.indirect_but_direct_on_mesh_iff' depends on axioms: [propext, Classical.choice, Quot.sound]
#print axioms IndirectExcitonMesh.unique_mesh_minimizer_iff
-- 'IndirectExcitonMesh.unique_mesh_minimizer_iff' depends on axioms: [propext, Classical.choice, Quot.sound]
#print axioms IndirectExcitonMesh.mesh_energy_error
-- 'IndirectExcitonMesh.mesh_energy_error' depends on axioms: [propext, Classical.choice, Quot.sound]
```
